# The second-order $\varphi^4$ vacuum weights $9a^4+72a^2b^2+24b^4$ from a recursive hafnian

## Question

Counting the second-order vacuum diagrams of $\varphi^4$ theory by hand goes wrong easily. For the diagram with one loop at each vertex and two lines across, I choose the looped pair at each vertex in $6\times 6$ ways. If I forget the two ways of joining the leftover legs I get 36 in place of 72, a wrong symmetry factor, and a total $9+36+24=69$ that misses the $7!!=105$ pairings of eight legs.

The claim is that the sum over full contractions for $\langle\varphi(x)^4\varphi(y)^4\rangle$, with contraction $a$ between two legs at the same vertex and $b$ between legs at different vertices, is $9a^4+72a^2b^2+24b^4$, and that the weights add to 105. How can this be stated and proved in Lean 4 with Mathlib?

## Answer

Wick's theorem states that the expectation value of a product of free fields in the vacuum (more generally, in a Gaussian state of zero mean) equals the sum over full contractions; the result here takes that sum as its starting point, in recursive form, and evaluates it, so no operators, states or fields appear.

### Modelling choices

The legs are the points $0,\dots,n-1$ of `Fin n`, and the contractions are the entries $A_{ij}$ of a matrix. The function `hafnian` is defined by

$$\operatorname{haf}_0=1,\qquad \operatorname{haf}_1=0,\qquad \operatorname{haf}_{n+2}(A)=\sum_{k=1}^{n+1}A_{0k}\,\operatorname{haf}_n\big(A^{(0,k)}\big),$$

where $A^{(0,k)}$ is $A$ with rows and columns $0$ and $k$ deleted. In the code $k$ is `j.succ`, and `remaining j` lists the surviving points in increasing order. Because the order is kept, only entries $A_{ij}$ with $i<j$ are ever read. The diagonal plays no role and no symmetry of $A$ is assumed.

The entries lie in an arbitrary commutative semiring `R`. With real or complex entries they are propagator values. With a polynomial ring, $a$ and $b$ are indeterminates and the identity is one between polynomials, so it fixes each of the three coefficients separately. With natural numbers and all entries 1 the recursion simply counts. No signs occur, so the legs are bosonic.

Two families of matrices are used. In `uniform c n` every contraction is $c$. In `twoVertex a c b n p` the first $p$ of the $n$ legs sit at $x$ and the others at $y$, with $a$ inside $x$, $c$ inside $y$ and $b$ across. Physically $a=\langle\varphi(x)\varphi(x)\rangle$, $c=\langle\varphi(y)\varphi(y)\rangle$ and $b=\langle\varphi(x)\varphi(y)\rangle$; translation invariance gives $c=a$.

The final statements read as follows. `phi4_second_order_general` says that for all $a,c,b$ in `R`, `hafnian 8 (twoVertex a c b 8 4)` equals $9a^2c^2+72acb^2+24b^4$. `phi4_second_order` is the case $c=a$, which is the claim. `phi4_weights_sum` says that over the natural numbers with all contractions 1 this hafnian equals $9+72+24$, that it equals `7‼`, and that `7‼ = 105`.

### Derivation by hand

**Equal contractions.** Write $U(n)$ for the hafnian of $n$ legs with all contractions $c$. Leg 0 has $n+1$ possible partners among $n+2$ legs, each contributes $c$, and the matrix left over is again uniform:

$$U(n+2)=(n+1)\,c\,U(n).$$

From $U(0)=1$ this gives $U(2)=c$, $U(4)=3c^2$, and by induction $U(2m+2)=(2m+1)!!\,c^{m+1}$, since $(2m+3)!!=(2m+3)(2m+1)!!$.

**Two vertices.** Write $H(p,q)$ for the hafnian with $p$ legs at $x$ and $q$ at $y$. Start from $p+2$ legs at $x$, so that leg 0 is at $x$. Its partner is either one of the other $p+1$ legs at $x$, with factor $a$, leaving $p$ legs at $x$ and $q$ at $y$; or one of the $q$ legs at $y$, with factor $b$, leaving $p+1$ and $q-1$. In both cases the surviving $x$ legs still come first, so the remainder is a two-vertex matrix, and

$$H(p+2,q)=(p+1)\,a\,H(p,q)+q\,b\,H(p+1,q-1).$$

With a single leg at $x$ the partner must be at $y$, and all the legs left over belong to $y$:

$$H(1,n+1)=(n+1)\,b\,U(n),\qquad H(0,q)=U(q).$$

**Iteration up to $(4,4)$.** The small cases are $H(1,1)=b$ and $H(1,3)=3b\,U(2)=3bc$. Then

$$H(2,2)=a\,U(2)+2b\,H(1,1)=ac+2b^2,$$
$$H(2,4)=a\,U(4)+4b\,H(1,3)=3ac^2+12b^2c,$$
$$H(3,3)=2a\,H(1,3)+3b\,H(2,2)=6abc+3abc+6b^3=9abc+6b^3,$$
$$H(4,4)=3a\,H(2,4)+4b\,H(3,3)=9a^2c^2+36acb^2+36acb^2+24b^4.$$

The two middle terms add to $72acb^2$, and $c=a$ gives $9a^4+72a^2b^2+24b^4$.

**The total.** With $a=c=b=1$ the polynomial is $9+72+24$. The same matrix is uniform, so its hafnian is also $U(8)=7!!=7\cdot5\cdot3\cdot1=105$.

**Two limits for any number of legs.** For $b=0$ the recursion reduces to $H(p+2,q)=(p+1)a\,H(p,q)$, with $H(0,q)=U(q)$ and $H(1,q)=0$. This is the uniform recursion in $p$, so $H(p,q)=U_a(p)\,U_c(q)$, where the subscript names the common contraction. For $a=0$ and equal leg numbers, $H(n+2,n+2)=(n+2)\,b\,H(n+1,n+1)$, and with $H(0,0)=1$ and $H(1,1)=b$ this gives $H(n,n)=n!\,b^n$ for any $c$. At four legs per vertex these limits reproduce the outer terms $3a^2\cdot3c^2$ and $4!\,b^4$.

### The file

```lean
import Mathlib

open scoped Nat

namespace WickPairingCount

variable {R : Type*} [CommSemiring R]

/-- Of the points `0, …, n + 1`, the `k`-th one left over after point `0` and point `j + 1`
have been removed. -/
def remaining {n : ℕ} (j : Fin (n + 1)) (k : Fin n) : Fin (n + 2) :=
  ⟨if k.val < j.val then k.val + 1 else k.val + 2, by
    have := k.isLt
    split_ifs <;> omega⟩

/-- The hafnian of a matrix of contractions, defined recursively: point `0` is contracted with
each other point in turn, times the hafnian of the points left over. -/
def hafnian : (n : ℕ) → Matrix (Fin n) (Fin n) R → R
  | 0, _ => 1
  | 1, _ => 0
  | n + 2, A =>
      ∑ j : Fin (n + 1), A 0 j.succ * hafnian n (A.submatrix (remaining j) (remaining j))

/-- Contractions among `n` legs, all equal to `c`. -/
def uniform (c : R) (n : ℕ) : Matrix (Fin n) (Fin n) R :=
  Matrix.of fun _ _ => c

/-- Contractions among `n` legs, the first `p` at vertex `x` and the others at vertex `y`:
`a` within `x`, `c` within `y`, and `b` between the vertices. -/
def twoVertex (a c b : R) (n p : ℕ) : Matrix (Fin n) (Fin n) R :=
  Matrix.of fun i j =>
    if i.val < p then (if j.val < p then a else b) else (if j.val < p then b else c)

/-- A sum over `m = s + t` legs whose first `s` terms are `X` and whose other terms are `Y`
equals `s X + t Y`. -/
theorem sum_two_values (X Y : R) (s t m : ℕ) (h : s + t = m) :
    (∑ j : Fin m, (if j.val < s then X else Y)) = (s : R) * X + (t : R) * Y := by
  subst h
  have h1 : (∑ i ∈ Finset.range s, (if i < s then X else Y)) = ∑ _i ∈ Finset.range s, X :=
    Finset.sum_congr rfl (fun i hi => if_pos (Finset.mem_range.mp hi))
  have h2 : (∑ i ∈ Finset.range t, (if s + i < s then X else Y))
      = ∑ _i ∈ Finset.range t, Y :=
    Finset.sum_congr rfl (fun i _ => if_neg (by omega))
  calc (∑ j : Fin (s + t), (if j.val < s then X else Y))
      = ∑ i ∈ Finset.range (s + t), (if i < s then X else Y) :=
        Fin.sum_univ_eq_sum_range (fun i => if i < s then X else Y) (s + t)
    _ = (∑ i ∈ Finset.range s, (if i < s then X else Y))
          + (∑ i ∈ Finset.range t, (if s + i < s then X else Y)) :=
        Finset.sum_range_add (fun i => if i < s then X else Y) s t
    _ = (∑ _i ∈ Finset.range s, X) + (∑ _i ∈ Finset.range t, Y) := by rw [h1, h2]
    _ = (s : R) * X + (t : R) * Y := by simp

/-- The hafnian of an odd number of points vanishes. -/
theorem hafnian_odd : ∀ (n : ℕ) (A : Matrix (Fin n) (Fin n) R), Odd n → hafnian n A = 0
  | 0, _, h => by
      obtain ⟨k, hk⟩ := h
      omega
  | 1, _, _ => rfl
  | n + 2, A, h => by
      have hn : Odd n := by
        obtain ⟨k, hk⟩ := h
        exact ⟨k - 1, by omega⟩
      rw [hafnian]
      apply Finset.sum_eq_zero
      intro j _
      rw [hafnian_odd n _ hn, mul_zero]

/-- The hafnian of four points is the sum over their three pairings. -/
theorem hafnian_four (A : Matrix (Fin 4) (Fin 4) R) :
    hafnian 4 A = A 0 1 * A 2 3 + A 0 2 * A 1 3 + A 0 3 * A 1 2 := by
  have two : ∀ B : Matrix (Fin 2) (Fin 2) R, hafnian 2 B = B 0 1 := by
    intro B
    show ∑ j : Fin 1, B 0 j.succ * 1 = B 0 1
    exact (Fin.sum_univ_one _).trans (mul_one _)
  show ∑ j : Fin 3, A 0 j.succ *
    hafnian 2 (A.submatrix (remaining (n := 2) j) (remaining (n := 2) j)) = _
  rw [Fin.sum_univ_three, two, two, two]
  rfl

/-- With equal contractions `c`, the hafnian of `n + 2` legs is `(n + 1) c` times the hafnian
of `n` legs. -/
theorem uniform_step (c : R) (n : ℕ) :
    hafnian (n + 2) (uniform c (n + 2)) = ((n + 1 : ℕ) : R) * c * hafnian n (uniform c n) := by
  have key : ∀ j : Fin (n + 1), uniform c (n + 2) 0 j.succ *
      hafnian n ((uniform c (n + 2)).submatrix (remaining j) (remaining j))
        = c * hafnian n (uniform c n) := fun j => rfl
  rw [hafnian]
  simp only [key]
  rw [Finset.sum_const, Finset.card_univ, Fintype.card_fin, nsmul_eq_mul]
  ring

/-- With equal contractions `c`, the hafnian of `2m + 2` legs is `(2m + 1)‼ c^(m+1)`. -/
theorem hafnian_uniform (c : R) (m : ℕ) :
    hafnian (2 * m + 2) (uniform c (2 * m + 2)) = (((2 * m + 1)‼ : ℕ) : R) * c ^ (m + 1) := by
  induction m with
  | zero =>
      have h0 : hafnian (2 * 0) (uniform c (2 * 0)) = 1 := rfl
      rw [uniform_step c (2 * 0), h0]
      simp [Nat.doubleFactorial]
  | succ m ih =>
      have e : hafnian (2 * (m + 1)) (uniform c (2 * (m + 1)))
          = hafnian (2 * m + 2) (uniform c (2 * m + 2)) :=
        congrArg (fun k => hafnian k (uniform c k)) (by omega : 2 * (m + 1) = 2 * m + 2)
      have d : (2 * (m + 1) + 1)‼ = (2 * m + 1 + 2) * (2 * m + 1)‼ :=
        (congrArg Nat.doubleFactorial (by omega : 2 * (m + 1) + 1 = 2 * m + 1 + 2)).trans
          (Nat.doubleFactorial_add_two (2 * m + 1))
      rw [uniform_step c (2 * (m + 1)), e, ih, d]
      push_cast
      ring

/-- Recursion for `p + 2` legs at `x` and `q` legs at `y`: the hafnian is `(p + 1) a` times the
one with two legs fewer at `x`, plus `q b` times the one with a leg fewer at each vertex. -/
theorem twoVertex_step (a c b : R) (n p q : ℕ) (h : p + q = n) :
    hafnian (n + 2) (twoVertex a c b (n + 2) (p + 2))
      = ((p + 1 : ℕ) : R) * a * hafnian n (twoVertex a c b n p)
        + (q : R) * b * hafnian n (twoVertex a c b n (p + 1)) := by
  have h1 : (0 : Fin (n + 2)).val < p + 2 := by simp
  have key : ∀ j : Fin (n + 1), twoVertex a c b (n + 2) (p + 2) 0 j.succ *
      hafnian n ((twoVertex a c b (n + 2) (p + 2)).submatrix (remaining j) (remaining j))
        = if j.val < p + 1 then a * hafnian n (twoVertex a c b n p)
          else b * hafnian n (twoVertex a c b n (p + 1)) := by
    intro j
    by_cases hj : j.val < p + 1
    · -- the partner sits at `x`: two legs of `x` are used up
      have h2 : j.succ.val < p + 2 := by rw [Fin.val_succ]; omega
      have hk : ∀ m : Fin n, (remaining j m).val < p + 2 ↔ m.val < p := by
        intro m
        show (if m.val < j.val then m.val + 1 else m.val + 2) < p + 2 ↔ m.val < p
        split_ifs with hm <;> constructor <;> intro h' <;> omega
      have hent : twoVertex a c b (n + 2) (p + 2) 0 j.succ = a := by
        simp only [twoVertex, Matrix.of_apply, h1, h2, if_true]
      have hsub : (twoVertex a c b (n + 2) (p + 2)).submatrix (remaining j) (remaining j)
          = twoVertex a c b n p := by
        ext k l
        simp only [twoVertex, Matrix.submatrix_apply, Matrix.of_apply, hk]
      rw [hent, hsub, if_pos hj]
    · -- the partner sits at `y`: one leg of each vertex is used up
      have h2 : ¬ j.succ.val < p + 2 := by rw [Fin.val_succ]; omega
      have hk : ∀ m : Fin n, (remaining j m).val < p + 2 ↔ m.val < p + 1 := by
        intro m
        show (if m.val < j.val then m.val + 1 else m.val + 2) < p + 2 ↔ m.val < p + 1
        split_ifs with hm <;> constructor <;> intro h' <;> omega
      have hent : twoVertex a c b (n + 2) (p + 2) 0 j.succ = b := by
        simp only [twoVertex, Matrix.of_apply, h1, h2, if_true, if_false]
      have hsub : (twoVertex a c b (n + 2) (p + 2)).submatrix (remaining j) (remaining j)
          = twoVertex a c b n (p + 1) := by
        ext k l
        simp only [twoVertex, Matrix.submatrix_apply, Matrix.of_apply, hk]
      rw [hent, hsub, if_neg hj]
  rw [hafnian]
  simp only [key]
  rw [sum_two_values _ _ (p + 1) q (n + 1) (by omega)]
  ring

/-- With one leg at `x` and `n + 1` legs at `y`, the hafnian is `(n + 1) b` times the hafnian of
`n` legs with equal contractions `c`. -/
theorem twoVertex_step_one (a c b : R) (n : ℕ) :
    hafnian (n + 2) (twoVertex a c b (n + 2) 1)
      = ((n + 1 : ℕ) : R) * b * hafnian n (uniform c n) := by
  have h1 : (0 : Fin (n + 2)).val < 1 := by simp
  have key : ∀ j : Fin (n + 1), twoVertex a c b (n + 2) 1 0 j.succ *
      hafnian n ((twoVertex a c b (n + 2) 1).submatrix (remaining j) (remaining j))
        = b * hafnian n (uniform c n) := by
    intro j
    have h2 : ¬ j.succ.val < 1 := by rw [Fin.val_succ]; omega
    -- every leg left over belongs to `y`
    have hk : ∀ m : Fin n, ¬ (remaining j m).val < 1 := by
      intro m
      show ¬ (if m.val < j.val then m.val + 1 else m.val + 2) < 1
      split_ifs with hm <;> omega
    have hent : twoVertex a c b (n + 2) 1 0 j.succ = b := by
      simp only [twoVertex, Matrix.of_apply, h1, h2, if_true, if_false]
    have hsub : (twoVertex a c b (n + 2) 1).submatrix (remaining j) (remaining j)
        = uniform c n := by
      ext k l
      simp only [twoVertex, uniform, Matrix.submatrix_apply, Matrix.of_apply, hk, if_false]
    rw [hent, hsub]
  rw [hafnian]
  simp only [key]
  rw [Finset.sum_const, Finset.card_univ, Fintype.card_fin, nsmul_eq_mul]
  ring

/-- If the contraction between the vertices vanishes, the hafnian for `p` legs at `x` and `q`
legs at `y` is the product of the hafnians of the two vertices. -/
theorem disconnected_factorises (a c : R) (q : ℕ) : ∀ p : ℕ,
    hafnian (p + q) (twoVertex a c 0 (p + q) p)
      = hafnian p (uniform a p) * hafnian q (uniform c q)
  | 0 => by
      have z : twoVertex a c 0 q 0 = uniform c q := by
        ext i j
        simp [twoVertex, uniform]
      have e : hafnian (0 + q) (twoVertex a c 0 (0 + q) 0) = hafnian q (twoVertex a c 0 q 0) :=
        congrArg (fun k => hafnian k (twoVertex a c 0 k 0)) (Nat.zero_add q)
      have h0 : hafnian 0 (uniform a 0) = 1 := rfl
      rw [e, z, h0, one_mul]
  | 1 => by
      have h1 : hafnian 1 (uniform a 1) = 0 := rfl
      rw [h1, zero_mul]
      cases q with
      | zero => rfl
      | succ r =>
          have e : hafnian (1 + (r + 1)) (twoVertex a c 0 (1 + (r + 1)) 1)
              = hafnian (r + 2) (twoVertex a c 0 (r + 2) 1) :=
            congrArg (fun k => hafnian k (twoVertex a c 0 k 1))
              (by omega : 1 + (r + 1) = r + 2)
          rw [e, twoVertex_step_one a c 0 r]
          ring
  | p + 2 => by
      have e : hafnian (p + 2 + q) (twoVertex a c 0 (p + 2 + q) (p + 2))
          = hafnian (p + q + 2) (twoVertex a c 0 (p + q + 2) (p + 2)) :=
        congrArg (fun k => hafnian k (twoVertex a c 0 k (p + 2)))
          (by omega : p + 2 + q = p + q + 2)
      rw [e, twoVertex_step a c 0 (p + q) p q rfl, disconnected_factorises a c q p,
        uniform_step a p]
      ring

/-- If the contraction within `x` vanishes and both vertices have `n` legs, the hafnian is
`n! bⁿ`. -/
theorem all_lines_cross (c b : R) : ∀ n : ℕ,
    hafnian (2 * n) (twoVertex 0 c b (2 * n) n) = ((n.factorial : ℕ) : R) * b ^ n
  | 0 => by
      have h0 : hafnian (2 * 0) (twoVertex (0 : R) c b (2 * 0) 0) = 1 := rfl
      refine h0.trans ?_
      simp
  | 1 => by
      have h := twoVertex_step_one (0 : R) c b 0
      have h0 : hafnian 0 (uniform c 0) = 1 := rfl
      rw [h0] at h
      refine h.trans ?_
      simp
  | n + 2 => by
      have ih := all_lines_cross c b (n + 1)
      have h := twoVertex_step (0 : R) c b (2 * (n + 1)) n (n + 2) (by omega)
      rw [ih] at h
      have e : hafnian (2 * (n + 2)) (twoVertex (0 : R) c b (2 * (n + 2)) (n + 2))
          = hafnian (2 * (n + 1) + 2) (twoVertex (0 : R) c b (2 * (n + 1) + 2) (n + 2)) :=
        congrArg (fun k => hafnian k (twoVertex (0 : R) c b k (n + 2)))
          (by omega : 2 * (n + 2) = 2 * (n + 1) + 2)
      have f : (n + 2).factorial = (n + 2) * (n + 1).factorial := Nat.factorial_succ (n + 1)
      rw [e, h, f]
      push_cast
      ring

/-- For two vertices of four legs each, with contractions `a` within `x`, `c` within `y` and `b`
between them, the hafnian is `9 a² c² + 72 a c b² + 24 b⁴`. -/
theorem phi4_second_order_general (a c b : R) :
    hafnian 8 (twoVertex a c b 8 4) = 9 * a ^ 2 * c ^ 2 + 72 * a * c * b ^ 2 + 24 * b ^ 4 := by
  have z : ∀ n : ℕ, twoVertex a c b n 0 = uniform c n := by
    intro n
    ext i j
    simp [twoVertex, uniform]
  -- legs at `y` only
  have u0 : hafnian 0 (uniform c 0) = 1 := rfl
  have u2 : hafnian 2 (uniform c 2) = (1 : ℕ) * c * hafnian 0 (uniform c 0) :=
    uniform_step c 0
  have u4 : hafnian 4 (uniform c 4) = (3 : ℕ) * c * hafnian 2 (uniform c 2) :=
    uniform_step c 2
  -- one leg at `x`
  have h21 : hafnian 2 (twoVertex a c b 2 1) = (1 : ℕ) * b * hafnian 0 (uniform c 0) :=
    twoVertex_step_one a c b 0
  have h41 : hafnian 4 (twoVertex a c b 4 1) = (3 : ℕ) * b * hafnian 2 (uniform c 2) :=
    twoVertex_step_one a c b 2
  -- two or more legs at `x`
  have h42 : hafnian 4 (twoVertex a c b 4 2) = (1 : ℕ) * a * hafnian 2 (twoVertex a c b 2 0)
      + (2 : ℕ) * b * hafnian 2 (twoVertex a c b 2 1) := twoVertex_step a c b 2 0 2 rfl
  have h62 : hafnian 6 (twoVertex a c b 6 2) = (1 : ℕ) * a * hafnian 4 (twoVertex a c b 4 0)
      + (4 : ℕ) * b * hafnian 4 (twoVertex a c b 4 1) := twoVertex_step a c b 4 0 4 rfl
  have h63 : hafnian 6 (twoVertex a c b 6 3) = (2 : ℕ) * a * hafnian 4 (twoVertex a c b 4 1)
      + (3 : ℕ) * b * hafnian 4 (twoVertex a c b 4 2) := twoVertex_step a c b 4 1 3 rfl
  have h84 : hafnian 8 (twoVertex a c b 8 4) = (3 : ℕ) * a * hafnian 6 (twoVertex a c b 6 2)
      + (4 : ℕ) * b * hafnian 6 (twoVertex a c b 6 3) := twoVertex_step a c b 6 2 4 rfl
  rw [h84, h62, h63, h42, h41, h21, z 4, z 2, u4, u2, u0]
  push_cast
  ring

/-- For two vertices of four legs each, with contraction `a` within a vertex and `b` between
the vertices, the hafnian is `9 a⁴ + 72 a² b² + 24 b⁴`. -/
theorem phi4_second_order (a b : R) :
    hafnian 8 (twoVertex a a b 8 4) = 9 * a ^ 4 + 72 * a ^ 2 * b ^ 2 + 24 * b ^ 4 := by
  rw [phi4_second_order_general]
  ring

/-- With every contraction equal to one, the hafnian for two vertices of four legs equals both
`9 + 72 + 24` and `7‼`, and `7‼ = 105`. -/
theorem phi4_weights_sum :
    hafnian 8 (twoVertex (1 : ℕ) 1 1 8 4) = 9 + 72 + 24 ∧
      hafnian 8 (twoVertex (1 : ℕ) 1 1 8 4) = 7‼ ∧ 7‼ = 105 := by
  -- the split into vertices plays no role when all contractions agree
  have e : twoVertex (1 : ℕ) 1 1 8 4 = uniform 1 8 := by
    ext i j
    simp only [twoVertex, uniform, Matrix.of_apply, ite_self]
  have u : hafnian 8 (uniform (1 : ℕ) 8) = 7‼ * 1 ^ 4 := hafnian_uniform 1 3
  refine ⟨(phi4_second_order (1 : ℕ) 1).trans (by norm_num), ?_, by decide⟩
  rw [e]
  exact u.trans (by rw [one_pow, mul_one])

end WickPairingCount
```

```lean
#print axioms WickPairingCount.hafnian_four
#print axioms WickPairingCount.phi4_second_order
#print axioms WickPairingCount.phi4_weights_sum
```

```
'WickPairingCount.hafnian_four' depends on axioms: [propext, Classical.choice, Quot.sound]
'WickPairingCount.phi4_second_order' depends on axioms: [propext, Classical.choice, Quot.sound]
'WickPairingCount.phi4_weights_sum' depends on axioms: [propext, Classical.choice, Quot.sound]
```

### Remarks

**Checks on the definition.** `hafnian_odd` shows that the hafnian vanishes for odd $n$ and any matrix: each term of the sum contains a hafnian of odd size $n-2$, down to size 1. `hafnian_four` expands the sum for four points into $A_{01}A_{23}+A_{02}A_{13}+A_{03}A_{12}$, the three pairings.

**The recursions.** In `uniform_step` the fact `key` says that every term of the sum equals `c * hafnian n (uniform c n)`, and a constant sum over $n+1$ partners gives the prefactor. `hafnian_uniform` is the induction on $m$, with `d` the double-factorial step. In `twoVertex_step` the total number of legs left is `n`, tied to the vertex counts by `h : p + q = n`, so the term $H(p+1,q-1)$ appears as `hafnian n (twoVertex a c b n (p + 1))` without a subtraction; for $q=0$ it is multiplied by zero. The case split on `j.val < p + 1` is the choice of partner at $x$ or at $y$. In each branch `hent` gives the factor $a$ or $b$, `hk` says which surviving legs are at $x$, and `hsub` identifies the leftover matrix. `sum_two_values` then turns $p+1$ equal terms and $q$ equal terms into the two prefactors. `twoVertex_step_one` is the same argument with one branch.

**The main theorems.** In `phi4_second_order_general` the names carry the total number of legs and the number at $x$: `h84`, `h62`, `h63`, `h42`, `h41` and `h21` are the recursion steps for $H(4,4)$, $H(2,4)$, $H(3,3)$, $H(2,2)$, $H(1,3)$ and $H(1,1)$, while `z` is $H(0,q)=U(q)$ at the level of matrices. They are substituted from the top down and `ring` collects terms. In `phi4_weights_sum` the first part comes from the polynomial and the second from `hafnian_uniform 1 3`, which does not use the two-vertex recursion. `disconnected_factorises` and `all_lines_cross` are the two limits, each an induction with the cases 0 and 1 treated separately. In `all_lines_cross` only the contraction inside $x$ is set to zero, as for a vertex normal-ordered at $x$; `c` stays free, because the $n$ legs of $x$ use up all $n$ legs of $y$.

**What is not covered.** Pairings are not defined as objects. The agreement of the recursion with an explicit sum over pairings is shown for four points only, and "105 pairings" enters as the value $7!!$ of the recursion with unit entries. The contractions are given elements of `R`, so a coincident-point propagator that diverges in the continuum has to be regulated first. The coupling constant, the factors $1/4!$ and $1/2!$, and the integrals over $x$ and $y$ are absent.

**Where the assumptions matter.** The reading as an expectation value rests on a Gaussian state of zero mean and can fail otherwise: a variable that takes the values $\pm1$ with equal probability has second moment 1 and fourth moment 1, while the four-leg hafnian with unit contractions is 3. It also needs bosons: with fermionic signs the three pairings of four legs enter as $+,-,+$, and unit entries give 1.

**Use in perturbation theory.** The following goes beyond the theorems and is not proved here. For an interaction written as $\lambda\varphi^4/4!$, dividing the weights by $2\,(4!)^2=1152$ gives $1/128$, $1/16$ and $1/48$, the factors of the disconnected pair of figure-eights, the chain of three loops, and the diagram with four lines across. In the single-mode case $\hat H=\tfrac12\hat p^2+\tfrac12\hat x^2+\lambda\hat x^4$ with $\hbar=1$, where the coupling carries no $1/4!$, the imaginary-time contractions are $a=\tfrac12$ and $b=\tfrac12e^{-\tau}$, the term $9a^4$ is removed as disconnected, and the second-order shift of the ground-state energy is

$$-\lambda^2\int_0^\infty\big(72a^2b^2+24b^4\big)\,d\tau=-\lambda^2\Big(\tfrac94+\tfrac38\Big)=-\tfrac{21}{8}\lambda^2 .$$
